# Hydrogenic 3d shell: F⁴/F² = 15/23 and C/B = 175/44

## Orbital, Slater integrals and Racah parameters

Atomic units are used throughout. A hydrogenic 3d electron in the field of a nuclear charge \(Z>0\) has the radial function

\[
P(r) = N r^3 e^{-Zr/3},
\]

where \(P\) is \(r\) times the radial part of the orbital and \(N\neq 0\) is an amplitude. In the Lean file this is `radial3d N Z r`. The amplitude is left free; normalisation would fix \(N^2=c^7/720\), with \(c=2Z/3\) the decay rate of the density \(P^2\).

The Slater integral of order \(k\), `slaterF N Z k`, is the radial repulsion of two such densities:

\[
F^k=\int_0^\infty P(r)^2\left[\frac{1}{r^{k+1}}\int_0^r s^kP(s)^2\,ds
+r^k\int_r^\infty\frac{P(s)^2}{s^{k+1}}\,ds\right]dr .
\]

The first term has the second electron inside radius \(r\), the second has it outside. The Racah parameters of a d shell, `racahB` and `racahC`, are

\[
B=\frac{F^2}{49}-\frac{5F^4}{441},\qquad C=\frac{35F^4}{441}.
\]

The denominators 49 and 441 belong to the convention in which \(F^2\) and \(F^4\) are the full radial integrals. Some tables absorb them into \(F_2=F^2/49\) and \(F_4=F^4/441\).

## Two ratios independent of nuclear charge

For every \(Z>0\) and \(N\neq0\),

\[
\frac{F^4}{F^2}=\frac{15}{23},\qquad B>0,\qquad \frac CB=\frac{175}{44}.
\]

The inner term alone has the same ratio. With

\[
R_k=\int_0^\infty r^{5-k}e^{-r}\int_0^r s^{6+k}e^{-s}\,ds\,dr,
\]

one has \(R_4/R_2=15/23\), and this also holds when both exponentials decay at any common rate \(c>0\).

## Radial quadrature and the splitting of J

Within a single hydrogenic 3d shell, the result reduces the two parameters that set the term splittings of a \(d^n\) configuration to one energy scale.

An atomic-structure code can compute \(F^k\) on a radial grid, by accumulating the inner integral outwards and the outer integral inwards. Feeding it \(r^3e^{-Zr/3}\) gives a check with exact targets: \(F^4/F^2\approx0.65217\) and \(C/B\approx3.97727\), whatever the normalisation. For a normalised orbital the absolute values are \(F^2=2093Z/46080\) and \(F^4=91Z/3072\) hartree, which also test the prefactors.

A code that describes a d shell by an average exchange parameter \(J=(F^2+F^4)/14\) needs a value of \(F^4/F^2\) to recover the separate integrals. With the hydrogenic ratio, \(F^2=161J/19\) and \(F^4=105J/19\).

## From exponential moments to 15/23

Write \(E_n(x)=\sum_{j=0}^n x^j/j!\), with \(E_{-1}=0\). Since \(E_n'=E_{n-1}\),

\[
\frac{d}{dr}\left[e^{-cr}E_n(cr)\right]
=c\,e^{-cr}\left[E_{n-1}(cr)-E_n(cr)\right]
=-\frac{c^{n+1}}{n!}r^ne^{-cr}.
\]

Integrating from 0 to \(r\), and subtracting from the full moment \(n!/c^{n+1}\), gives

\[
\int_0^r s^ne^{-cs}ds=\frac{n!}{c^{n+1}}\left[1-e^{-cr}E_n(cr)\right],\qquad
\int_r^\infty s^ne^{-cs}ds=\frac{n!}{c^{n+1}}e^{-cr}E_n(cr).
\]

The remaining integral over \(r\) is done term by term:

\[
\int_0^\infty r^me^{-2cr}E_n(cr)\,dr
=\sum_{j=0}^n\frac{c^j}{j!}\frac{(m+j)!}{(2c)^{m+j+1}}
=\frac{W(m,n)}{c^{m+1}},\qquad
W(m,n)=\sum_{j=0}^n\frac{(m+j)!}{j!\,2^{m+j+1}}.
\]

Now take \(k\le5\), insert \(P^2=N^2r^6e^{-cr}\) into \(F^k\) and set \(a=5-k\), \(b=6+k\). The inner term has powers \(r^as^b\) and the outer term \(r^bs^a\). Because \(a+b+2=13\),

\[
F^k=\frac{N^4}{c^{13}}\Big[b!\,\big(a!-W(a,b)\big)+a!\,W(b,a)\Big].
\]

For \(k=2\), \((a,b)=(3,8)\) and \(W(3,8)=6-\tfrac{897}{2048}\), so the inner term is \(8!\cdot\tfrac{897}{2048}=\tfrac{282555}{16}\). For \(k=4\), \((a,b)=(1,10)\) and \(W(1,10)=1-\tfrac{13}{4096}\), so it is \(10!\cdot\tfrac{13}{4096}=\tfrac{184275}{16}\). The outer terms have the same values, as exchanging the two electrons requires. Hence

\[
F^2=\frac{282555}{8}\frac{N^4}{c^{13}},\qquad
F^4=\frac{184275}{8}\frac{N^4}{c^{13}}.
\]

Dividing both numerators by 12285 leaves 23 and 15. Finally,

\[
\frac CB=\frac{35F^4}{9F^2-5F^4}=\frac{35\cdot15}{9\cdot23-5\cdot15}=\frac{525}{132}=\frac{175}{44},
\]

and the positive denominator shows that \(B>0\).

## The Lean file

```lean
import Mathlib

open MeasureTheory Set

namespace HydrogenicRacahRatio

noncomputable section

/-- Radial function `P(r) = N r³ exp(-Zr/3)` of a hydrogenic 3d electron, with amplitude `N`. -/
def radial3d (N Z r : ℝ) : ℝ := N * r ^ 3 * Real.exp (-(Z * r / 3))

/-- Slater integral `F^k` of the 3d shell: the second electron is either inside or outside
the radius `r` of the first. -/
def slaterF (N Z : ℝ) (k : ℕ) : ℝ :=
  ∫ r in Ioi (0 : ℝ), radial3d N Z r ^ 2 *
    ((∫ s in (0 : ℝ)..r, s ^ k * radial3d N Z s ^ 2) / r ^ (k + 1) +
      r ^ k * ∫ s in Ioi r, radial3d N Z s ^ 2 / s ^ (k + 1))

/-- Nested radial integral over `0 < s < r` with powers `r^a`, `s^b` and decay rate `c`. -/
def nested (c : ℝ) (a b : ℕ) : ℝ :=
  ∫ r in Ioi (0 : ℝ), r ^ a * Real.exp (-(c * r)) *
    ∫ s in (0 : ℝ)..r, s ^ b * Real.exp (-(c * s))

/-- Racah parameter `B` of a d shell in terms of `F²` and `F⁴`. -/
def racahB (F2 F4 : ℝ) : ℝ := F2 / 49 - 5 * F4 / 441

/-- Racah parameter `C` of a d shell in terms of `F⁴`. -/
def racahC (F4 : ℝ) : ℝ := 35 * F4 / 441

/-- The exponential series of `cr`, truncated after the power `n`. -/
def partialExp (c : ℝ) (n : ℕ) (r : ℝ) : ℝ :=
  ∑ j ∈ Finset.range (n + 1), (c * r) ^ j / (j.factorial : ℝ)

/-- The rational sum that arises when a truncated series is integrated. -/
def weight (m n : ℕ) : ℝ :=
  ∑ j ∈ Finset.range (n + 1), ((m + j).factorial : ℝ) / (j.factorial * 2 ^ (m + j + 1))

/-- Moments of an exponential density on the half line, with their integrability. -/
theorem moment {c : ℝ} (hc : 0 < c) (n : ℕ) :
    IntegrableOn (fun r : ℝ => r ^ n * Real.exp (-(c * r))) (Ioi 0) ∧
    ∫ r in Ioi (0 : ℝ), r ^ n * Real.exp (-(c * r)) = n.factorial / c ^ (n + 1) := by
  have h := Real.integral_rpow_mul_exp_neg_mul_Ioi (a := (n : ℝ) + 1) (r := c)
    (by positivity) hc
  have e : (1 / c) ^ ((n : ℝ) + 1) = (1 / c) ^ (n + 1) := by
    exact_mod_cast Real.rpow_natCast (1 / c) (n + 1)
  rw [Real.Gamma_nat_eq_factorial, e] at h
  simp only [add_sub_cancel_right, Real.rpow_natCast] at h
  have hv : ∫ r in Ioi (0 : ℝ), r ^ n * Real.exp (-(c * r)) = n.factorial / c ^ (n + 1) := by
    rw [h, one_div_pow]; ring
  refine ⟨?_, hv⟩
  -- a non-integrable function would have integral zero
  by_contra hn
  have h0 := integral_undef hn
  have hp : (0 : ℝ) < n.factorial / c ^ (n + 1) := by positivity
  linarith

/-- Derivative of the exponentially damped truncated series. -/
theorem hasDerivAt_damped (c : ℝ) (n : ℕ) (x : ℝ) :
    HasDerivAt (fun r => Real.exp (-(c * r)) * partialExp c n r)
      (-(c ^ (n + 1) / n.factorial * (x ^ n * Real.exp (-(c * x))))) x := by
  have he : HasDerivAt (fun r => Real.exp (-(c * r))) (-(c * Real.exp (-(c * x)))) x :=
    (((hasDerivAt_id' x).const_mul c).fun_neg.exp).congr_deriv (by ring)
  induction n with
  | zero => simpa [partialExp] using he
  | succ n ih =>
    have hp : HasDerivAt (fun r => (c * r) ^ (n + 1) / ((n + 1).factorial : ℝ))
        (((n + 1 : ℕ) : ℝ) * (c * x) ^ n * c / ((n + 1).factorial : ℝ)) x :=
      ((((hasDerivAt_id' x).const_mul c).fun_pow (n + 1)).div_const _).congr_deriv
        (by simp only [Nat.add_sub_cancel, mul_one])
    have hf : (fun r => Real.exp (-(c * r)) * partialExp c (n + 1) r) =
        fun r => Real.exp (-(c * r)) * partialExp c n r +
          Real.exp (-(c * r)) * ((c * r) ^ (n + 1) / ((n + 1).factorial : ℝ)) := by
      funext r
      simp only [partialExp]
      rw [Finset.sum_range_succ _ (n + 1)]
      ring
    have hn : (n.factorial : ℝ) ≠ 0 := by positivity
    rw [hf]
    refine (ih.fun_add (he.fun_mul hp)).congr_deriv ?_
    rw [Nat.factorial_succ]
    push_cast
    simp only [mul_pow]
    field_simp
    ring

/-- Moment of the exponential density inside the radius `r`. -/
theorem inner_moment {c : ℝ} (hc : c ≠ 0) (n : ℕ) (r : ℝ) :
    ∫ s in (0 : ℝ)..r, s ^ n * Real.exp (-(c * s)) =
      n.factorial / c ^ (n + 1) * (1 - Real.exp (-(c * r)) * partialExp c n r) := by
  have hn : (n.factorial : ℝ) ≠ 0 := by positivity
  have h := intervalIntegral.integral_eq_sub_of_hasDerivAt (a := 0) (b := r)
    (f := fun s => -(n.factorial / c ^ (n + 1)) * (Real.exp (-(c * s)) * partialExp c n s))
    (f' := fun s => s ^ n * Real.exp (-(c * s)))
    (fun x _ => ((hasDerivAt_damped c n x).const_mul _).congr_deriv (by field_simp))
    (Continuous.intervalIntegrable (by fun_prop) _ _)
  have h0 : partialExp c n 0 = 1 := by simp [partialExp, Finset.sum_range_succ']
  rw [h]
  simp only [h0, mul_zero, neg_zero, Real.exp_zero]
  ring

/-- Moment of the exponential density outside the radius `r`. -/
theorem outer_moment {c r : ℝ} (hc : 0 < c) (hr : 0 ≤ r) (n : ℕ) :
    ∫ s in Ioi r, s ^ n * Real.exp (-(c * s)) =
      n.factorial / c ^ (n + 1) * (Real.exp (-(c * r)) * partialExp c n r) := by
  have hi := (moment hc n).1
  have h := setIntegral_union (Ioc_disjoint_Ioi (a := 0) (le_refl r)) measurableSet_Ioi
    (hi.mono_set Ioc_subset_Ioi_self) (hi.mono_set (Ioi_subset_Ioi hr))
  rw [Ioc_union_Ioi_eq_Ioi hr, (moment hc n).2, ← intervalIntegral.integral_of_le hr,
    inner_moment hc.ne'] at h
  linear_combination -h

/-- Integral of an exponential density against a damped truncated series. -/
theorem overlap {c : ℝ} (hc : 0 < c) (m n : ℕ) :
    IntegrableOn (fun r : ℝ => r ^ m * Real.exp (-(c * r)) *
      (Real.exp (-(c * r)) * partialExp c n r)) (Ioi 0) ∧
    ∫ r in Ioi (0 : ℝ), r ^ m * Real.exp (-(c * r)) *
      (Real.exp (-(c * r)) * partialExp c n r) = weight m n / c ^ (m + 1) := by
  have h2 : 0 < 2 * c := by positivity
  have hf : (fun r : ℝ => r ^ m * Real.exp (-(c * r)) *
      (Real.exp (-(c * r)) * partialExp c n r)) = fun r => ∑ j ∈ Finset.range (n + 1),
        c ^ j / (j.factorial : ℝ) * (r ^ (m + j) * Real.exp (-(2 * c * r))) := by
    funext r
    have he : Real.exp (-(2 * c * r)) = Real.exp (-(c * r)) * Real.exp (-(c * r)) := by
      rw [← Real.exp_add]; congr 1; ring
    simp only [partialExp, he, Finset.mul_sum]
    refine Finset.sum_congr rfl fun j _ => ?_
    rw [mul_pow, pow_add]
    ring
  have hi : ∀ j ∈ Finset.range (n + 1), Integrable (fun r : ℝ =>
      c ^ j / (j.factorial : ℝ) * (r ^ (m + j) * Real.exp (-(2 * c * r))))
      (volume.restrict (Ioi 0)) := fun j _ => (moment h2 (m + j)).1.const_mul _
  rw [hf]
  refine ⟨MeasureTheory.integrable_finsetSum _ hi, ?_⟩
  rw [MeasureTheory.integral_finsetSum _ hi, weight, Finset.sum_div]
  refine Finset.sum_congr rfl fun j _ => ?_
  rw [integral_const_mul, (moment h2 (m + j)).2, mul_pow,
    show c ^ (m + j + 1) = c ^ (m + 1) * c ^ j by ring]
  field_simp

/-- Closed form of the nested radial integral, with integrability of its integrand. -/
theorem nested_eq {c : ℝ} (hc : 0 < c) (a b : ℕ) :
    IntegrableOn (fun r : ℝ => r ^ a * Real.exp (-(c * r)) *
      ∫ s in (0 : ℝ)..r, s ^ b * Real.exp (-(c * s))) (Ioi 0) ∧
    nested c a b = b.factorial * (a.factorial - weight a b) / (c ^ (a + 1) * c ^ (b + 1)) := by
  have hf : (fun r : ℝ => r ^ a * Real.exp (-(c * r)) *
      ∫ s in (0 : ℝ)..r, s ^ b * Real.exp (-(c * s))) = fun r =>
        (b.factorial : ℝ) / c ^ (b + 1) * (r ^ a * Real.exp (-(c * r)) -
          r ^ a * Real.exp (-(c * r)) * (Real.exp (-(c * r)) * partialExp c b r)) := by
    funext r
    rw [inner_moment hc.ne']
    ring
  unfold nested
  rw [hf]
  refine ⟨((moment hc a).1.sub (overlap hc a b).1).const_mul _, ?_⟩
  rw [integral_const_mul, integral_sub (moment hc a).1 (overlap hc a b).1,
    (moment hc a).2, (overlap hc a b).2]
  field_simp

/-- The nested integrals with powers `r s^10` and `r^3 s^8` have ratio 15/23 at every decay rate `c
> 0`. -/
theorem nested_ratio {c : ℝ} (hc : 0 < c) : nested c 1 10 / nested c 3 8 = 15 / 23 := by
  have h4 : nested c 1 10 = 184275 / 16 / c ^ 13 := by
    rw [(nested_eq hc 1 10).2, ← pow_add]
    congr 1
    norm_num [weight, Finset.sum_range_succ, Nat.factorial]
  have h2 : nested c 3 8 = 282555 / 16 / c ^ 13 := by
    rw [(nested_eq hc 3 8).2, ← pow_add]
    congr 1
    norm_num [weight, Finset.sum_range_succ, Nat.factorial]
  rw [h4, h2, div_div_div_cancel_right₀ (pow_ne_zero 13 hc.ne')]
  norm_num

/-- Closed form of the 3d Slater integral `F^k` for `k ≤ 5`, where `a = 5 - k`. -/
theorem slaterF_eq (N : ℝ) {Z : ℝ} (hZ : 0 < Z) {k a : ℕ} (hk : a + k = 5) :
    slaterF N Z k = N ^ 4 * ((6 + k).factorial * (a.factorial - weight a (6 + k)) +
      a.factorial * weight (6 + k) a) / (2 * Z / 3) ^ 13 := by
  have hsq : ∀ r, radial3d N Z r ^ 2 = N ^ 2 * (r ^ 6 * Real.exp (-(2 * Z / 3 * r))) := by
    intro r
    have he : Real.exp (-(2 * Z / 3 * r)) =
        Real.exp (-(Z * r / 3)) * Real.exp (-(Z * r / 3)) := by
      rw [← Real.exp_add]; congr 1; ring
    rw [he, radial3d]
    ring
  have hc : 0 < 2 * Z / 3 := by positivity
  unfold slaterF
  simp only [hsq]
  generalize 2 * Z / 3 = c at hc ⊢
  have h6 : ∀ s : ℝ, s ^ 6 = s ^ a * s ^ (k + 1) := fun s => by
    rw [← pow_add]; congr 1; omega
  -- both inner integrals are reduced to moments of the exponential density
  have hpt : ∀ r ∈ Ioi (0 : ℝ), N ^ 2 * (r ^ 6 * Real.exp (-(c * r))) *
      ((∫ s in (0 : ℝ)..r, s ^ k * (N ^ 2 * (s ^ 6 * Real.exp (-(c * s))))) / r ^ (k + 1) +
        r ^ k * ∫ s in Ioi r, N ^ 2 * (s ^ 6 * Real.exp (-(c * s))) / s ^ (k + 1)) =
      N ^ 4 * (r ^ a * Real.exp (-(c * r)) *
          (∫ s in (0 : ℝ)..r, s ^ (6 + k) * Real.exp (-(c * s))) +
        a.factorial / c ^ (a + 1) * (r ^ (6 + k) * Real.exp (-(c * r)) *
          (Real.exp (-(c * r)) * partialExp c a r))) := by
    intro r hr
    have hr0 : 0 < r := hr
    have h1 : ∫ s in (0 : ℝ)..r, s ^ k * (N ^ 2 * (s ^ 6 * Real.exp (-(c * s)))) =
        N ^ 2 * ∫ s in (0 : ℝ)..r, s ^ (6 + k) * Real.exp (-(c * s)) := by
      rw [← intervalIntegral.integral_const_mul]
      congr 1
      funext s
      ring
    have h2 : ∫ s in Ioi r, N ^ 2 * (s ^ 6 * Real.exp (-(c * s))) / s ^ (k + 1) =
        N ^ 2 * (a.factorial / c ^ (a + 1) * (Real.exp (-(c * r)) * partialExp c a r)) := by
      rw [← outer_moment hc hr0.le, ← integral_const_mul]
      refine setIntegral_congr_fun measurableSet_Ioi fun s hs => ?_
      have hs0 : s ≠ 0 := (hr0.trans hs).ne'
      rw [h6, div_eq_iff (pow_ne_zero _ hs0)]
      ring
    have h7 : r ^ 6 * (r ^ (k + 1))⁻¹ = r ^ a := by
      rw [h6, mul_assoc, mul_inv_cancel₀ (pow_ne_zero _ hr0.ne'), mul_one]
    rw [h1, h2, div_eq_mul_inv (N ^ 2 * _) (r ^ (k + 1))]
    generalize (r ^ (k + 1))⁻¹ = q at h7 ⊢
    linear_combination N ^ 4 * Real.exp (-(c * r)) *
      (∫ s in (0 : ℝ)..r, s ^ (6 + k) * Real.exp (-(c * s))) * h7
  have e := (nested_eq hc a (6 + k)).2
  unfold nested at e
  have h13 : c ^ 13 = c ^ (a + 1) * c ^ (6 + k + 1) := by
    rw [← pow_add]; congr 1; omega
  rw [setIntegral_congr_fun measurableSet_Ioi (fun r hr => hpt r hr), integral_const_mul,
    integral_add (nested_eq hc a (6 + k)).1 ((overlap hc (6 + k) a).1.const_mul _),
    integral_const_mul, (overlap hc (6 + k) a).2, e, h13]
  field_simp

/-- For a hydrogenic 3d shell of any nuclear charge, `F⁴/F² = 15/23`, the Racah parameter
`B` is positive, and `C/B = 175/44`. -/
theorem hydrogenic_racah_ratio {N Z : ℝ} (hN : N ≠ 0) (hZ : 0 < Z) :
    slaterF N Z 4 / slaterF N Z 2 = 15 / 23 ∧
    0 < racahB (slaterF N Z 2) (slaterF N Z 4) ∧
    racahC (slaterF N Z 4) / racahB (slaterF N Z 2) (slaterF N Z 4) = 175 / 44 := by
  have ht : 0 < N ^ 4 / (2 * Z / 3) ^ 13 := by positivity
  have h2 : slaterF N Z 2 = 282555 / 8 * (N ^ 4 / (2 * Z / 3) ^ 13) := by
    rw [slaterF_eq N hZ (k := 2) (a := 3) rfl, mul_div_right_comm, mul_comm]
    congr 1
    norm_num [weight, Finset.sum_range_succ, Nat.factorial]
  have h4 : slaterF N Z 4 = 184275 / 8 * (N ^ 4 / (2 * Z / 3) ^ 13) := by
    rw [slaterF_eq N hZ (k := 4) (a := 1) rfl, mul_div_right_comm, mul_comm]
    congr 1
    norm_num [weight, Finset.sum_range_succ, Nat.factorial]
  rw [h2, h4]
  -- the amplitude and the nuclear charge enter only through a common factor
  generalize N ^ 4 / (2 * Z / 3) ^ 13 = t at ht ⊢
  have hB : 0 < racahB (282555 / 8 * t) (184275 / 8 * t) := by
    unfold racahB
    linarith
  refine ⟨?_, hB, ?_⟩
  · rw [div_eq_iff (by positivity)]
    ring
  · rw [div_eq_iff hB.ne']
    unfold racahB racahC
    ring

end

end HydrogenicRacahRatio
```

```lean
#print axioms HydrogenicRacahRatio.nested_ratio
#print axioms HydrogenicRacahRatio.hydrogenic_racah_ratio
```

```
'HydrogenicRacahRatio.nested_ratio' depends on axioms: [propext, Classical.choice, Quot.sound]
'HydrogenicRacahRatio.hydrogenic_racah_ratio' depends on axioms: [propext, Classical.choice, Quot.sound]
```

## How the lemmas follow the calculation

`moment` supplies the full moments. Lean's integral of a non-integrable function is zero, so the positive value found there also proves integrability. `hasDerivAt_damped` is the derivative formula, proved by induction on the truncation order, with `partialExp c n r` standing for \(E_n(cr)\). The fundamental theorem of calculus turns it into `inner_moment`, and splitting the half line at \(r\) gives `outer_moment`.

`overlap` carries out the term-by-term integration, with `weight m n` for \(W(m,n)\). `nested_eq` combines it with the inner moment, and `nested_ratio` evaluates the cases \((1,10)\) and \((3,8)\); at \(c=1\) these are \(R_4\) and \(R_2\).

`slaterF_eq` treats the full Slater integral. Its hypothesis `a + k = 5` keeps the power \(s^{5-k}\) in the outer integral non-negative. The proof rewrites the integrand pointwise for \(r>0\), then integrates the two terms separately. It computes both and does not use the exchange symmetry.

In `hydrogenic_racah_ratio`, `norm_num` evaluates the finite sums, and `generalize` replaces \(N^4/c^{13}\) by a positive number `t`. Positivity of \(B\) is then a linear inequality, and the two ratios follow by clearing denominators.

## Scope of the ratios

The final theorem covers all real \(Z>0\), so an effective charge is allowed, as is any single Slater-type function \(r^3e^{-\zeta r}\) with \(\zeta=Z/3\). The expressions for \(B\) and \(C\) enter as definitions: the angular algebra that leads from the Coulomb repulsion to them is not derived in the file. Relativistic corrections, configuration mixing and orbital relaxation are absent from the model.

The condition \(N\neq0\) says that there is an electron density at all. With \(N=0\), both Slater integrals vanish, so \(B=0\) and the claim \(B>0\) fails.

The shape of the orbital matters as well. If the density is concentrated in a thin shell at radius \(r_0\), every \(F^k\) tends to the same value, \(1/r_0\) for unit charge. Then \(F^4/F^2\) tends to 1 and \(C/B\) to \(35/4\). A self-consistent 3d orbital that is not a single exponential therefore needs its own integrals.
